# The normalised eigenfunctions of the harmonic oscillator are orthonormal, because the Hermite polynomials are orthogonal with squared norm $2^n\,n!\,\sqrt{\pi}$ under the weight $e^{-x^2}$

A diatomic molecule vibrates in a nearly parabolic well, and I describe its levels by oscillator functions, a Hermite polynomial times a Gaussian. The overlap of levels 0 and 1 vanishes by parity. But levels 0 and 2 are both even, and their overlap vanishes too: the positive and negative parts of $(4x^2-2)\,e^{-x^2}$ cancel exactly. I know that eigenfunctions of a Hermitian operator with different energies are orthogonal, but that says nothing about the norm, where the factor $2^n\,n!\,\sqrt{\pi}$ appears. Is there one calculation that gives both the cancellation and the factor, starting only from $H_0=1$ and $H_{n+1}=2xH_n-H_n'$?

## One integration by parts gives both the zeros and the norms

Yes. Read the recursion as an operation on polynomials, $Rq = 2xq - q'$, so that $H_{n+1}=RH_n$. For any polynomial $r$,

$$\frac{d}{dx}\left(r\,e^{-x^2}\right) = (r'-2xr)\,e^{-x^2} = -(Rr)\,e^{-x^2}.$$

Since $r\,e^{-x^2}$ vanishes at both ends of the line, $\int (Rr)\,e^{-x^2}dx=0$. This already settles your example, because $4x^2-2 = R(2x)$.

Now take $r=pq$. The product rule gives $R(pq)=p\,Rq-p'q$, and therefore

$$\int p\,(Rq)\,e^{-x^2}dx=\int p'\,q\,e^{-x^2}dx .$$

A raising step on one factor becomes a derivative on the other. To see what the derivative does to $H_n$, compute

$$(Rq)' = 2q+2xq'-q'' = R(q')+2q .$$

It follows by induction that $H_{n+1}'=2(n+1)H_n$. At the start, $H_1'=(2x)'=2H_0$. If the formula holds for $n$, then

$$H_{n+2}'=R(H_{n+1}')+2H_{n+1}=2(n+1)RH_n+2H_{n+1}=2(n+2)H_{n+1}.$$

Write $I_{m,n}=\int H_mH_n\,e^{-x^2}dx$. Then

$$I_{m+1,n+1}=\int H_{m+1}\,(RH_n)\,e^{-x^2}dx=\int H_{m+1}'\,H_n\,e^{-x^2}dx=2(m+1)\,I_{m,n}.$$

Both indices drop together. If they differ, one reaches zero first, and what remains is the integral of a raised polynomial, which is zero. If they are equal, the descent ends at $I_{0,0}=\int e^{-x^2}dx=\sqrt{\pi}$, having collected the factors $2n\cdot 2(n-1)\cdots 2=2^n\,n!$. Dividing by the norms makes

$$\psi_n(x)=\frac{H_n(x)\,e^{-x^2/2}}{\sqrt{2^n\,n!\,\sqrt{\pi}}}$$

orthonormal.

The same relations give the energies. Comparing $(RH_n)'=2(n+1)H_n$ with $(RH_n)'=R(H_n')+2H_n$ yields Hermite's equation, $2xH_n'-H_n''=2nH_n$. For $u=H_n\,e^{-x^2/2}$, two differentiations give $u''=(H_n''-2xH_n'-H_n+x^2H_n)\,e^{-x^2/2}$, so

$$-\tfrac12u''+\tfrac12x^2u=\tfrac12(2xH_n'-H_n''+H_n)\,e^{-x^2/2}=\left(n+\tfrac12\right)u .$$

The smallest case is $n=0$: $\psi_0=\pi^{-1/4}e^{-x^2/2}$, with energy $\tfrac12$, and its normalisation is just the Gaussian integral.

## The oscillator in Lean's terms

In the Lean file below, `H n` is an element of `ℝ[X]`, a formal polynomial with real coefficients, and `(H n).eval x` is its value at the point `x`. The letter `H` always means a Hermite polynomial; the energy operator is called `hamiltonian`. These are the physicists' polynomials, with leading coefficient $2^n$, whereas Mathlib's own `Polynomial.hermite` follows the probabilists' convention. The operation `raise` is $R$. Acting on the polynomial in front of $e^{-x^2/2}$, it corresponds to $\sqrt2\,a^\dagger$, where $a^\dagger$ is the usual creation operator, and `derivative` corresponds to $\sqrt2\,a$. That is why their commutator is 2 and not 1.

The theorem `hermite_orthogonality` says that for all natural numbers `m` and `n`, the Lebesgue integral over the real line has the value $2^n\,n!\,\sqrt{\pi}$ if `m = n` and zero otherwise. Lean assigns the value zero to the integral of a non-integrable function, so `integrable_poly_gaussian` matters here: it shows that the zeros are genuine cancellations. `psi_orthonormal` states the same for the normalised functions, and `psi_schrodinger` says that $\psi_n$ satisfies the eigenvalue equation at every point `x`, with energy $n+\tfrac12$.

Length is measured in $\sqrt{\hbar/(m\omega)}$ and energy in $\hbar\omega$, with $m$ here the mass and $\omega$ the angular frequency. The Hamiltonian is a differential expression applied to real functions, not a self-adjoint operator with a domain in Hilbert space. The theorems do not say that the $\psi_n$ form a complete set or that there are no other energies. For your molecule, $m$ is the reduced mass and $x$ measures the displacement of the bond length from its equilibrium value. The theorems do not justify separating the vibration from the rotation or replacing the true bond potential by a parabola.

For a single harmonic mode, the result means that a basis of these functions, all with the same centre and frequency, has the identity as its overlap matrix. Functions belonging to two displaced wells generally do overlap, as in vibronic transitions.

```lean
import Mathlib

open MeasureTheory Polynomial

namespace OscillatorOrthogonality

noncomputable section

/-- The raising operation on polynomials, `q ↦ 2x q - q'`. -/
def raise (q : ℝ[X]) : ℝ[X] := 2 * X * q - derivative q

/-- The Hermite polynomials: `H 0 = 1`, and each further one is obtained by raising,
`H (n+1) = 2x H n - (H n)'`. -/
def H : ℕ → ℝ[X]
  | 0 => 1
  | n + 1 => raise (H n)

/-- The oscillator function `H n (x) exp(-x²/2)`, divided by the square root of
`2^n n! √π`. -/
def ψ (n : ℕ) (x : ℝ) : ℝ :=
  (H n).eval x * Real.exp (-x ^ 2 / 2) /
    Real.sqrt (2 ^ n * (n.factorial : ℝ) * Real.sqrt Real.pi)

/-- The oscillator Hamiltonian `-½ d²/dx² + ½ x²`, in units where the reduced Planck constant,
the mass and the frequency are one. -/
def hamiltonian (f : ℝ → ℝ) (x : ℝ) : ℝ :=
  -(1 / 2) * deriv (deriv f) x + x ^ 2 / 2 * f x

/-- A polynomial times the Gaussian `exp(-x²)` is integrable over the line. -/
theorem integrable_poly_gaussian (p : ℝ[X]) :
    Integrable fun x : ℝ => p.eval x * Real.exp (-x ^ 2) := by
  induction p using Polynomial.induction_on' with
  | add p q hp hq =>
    refine (hp.add hq).congr (Filter.Eventually.of_forall fun x => ?_)
    simp [add_mul]
  | monomial n a =>
    have hn : (-1 : ℝ) < (n : ℝ) := by
      have : (0 : ℝ) ≤ n := Nat.cast_nonneg n
      linarith
    have h := (integrable_rpow_mul_exp_neg_mul_sq (one_pos : (0 : ℝ) < 1) hn).const_mul a
    refine h.congr (Filter.Eventually.of_forall fun x => ?_)
    simp [Real.rpow_natCast, mul_assoc]

/-- A raised polynomial has zero integral against the Gaussian `exp(-x²)`. -/
theorem integral_raise (r : ℝ[X]) :
    ∫ x : ℝ, (raise r).eval x * Real.exp (-x ^ 2) = 0 := by
  -- the integrand is minus the derivative of `r exp(-x²)`
  have hd : ∀ x : ℝ, HasDerivAt (fun y : ℝ => r.eval y * Real.exp (-y ^ 2))
      ((-(raise r)).eval x * Real.exp (-x ^ 2)) x := by
    intro x
    have hg : HasDerivAt (fun y : ℝ => -y ^ 2) (-(2 * x)) x :=
      ((hasDerivAt_pow 2 x).fun_neg).congr_deriv (by norm_num)
    refine ((r.hasDerivAt x).fun_mul hg.exp).congr_deriv ?_
    simp only [raise, eval_neg, eval_sub, eval_mul, eval_ofNat, eval_X]
    ring
  have h := integral_eq_zero_of_hasDerivAt_of_integrable hd
    (integrable_poly_gaussian _) (integrable_poly_gaussian r)
  simpa only [eval_neg, neg_mul, integral_neg, neg_eq_zero] using h

/-- Under the Gaussian weight `exp(-x²)`, differentiation is the adjoint of raising. -/
theorem integral_mul_raise (p q : ℝ[X]) :
    ∫ x : ℝ, p.eval x * (raise q).eval x * Real.exp (-x ^ 2) =
      ∫ x : ℝ, (derivative p).eval x * q.eval x * Real.exp (-x ^ 2) := by
  have h := integral_raise (p * q)
  have hprod : raise (p * q) = p * raise q - derivative p * q := by
    simp only [raise, derivative_mul]
    ring
  have i1 : Integrable fun x : ℝ => p.eval x * (raise q).eval x * Real.exp (-x ^ 2) := by
    simpa only [eval_mul] using integrable_poly_gaussian (p * raise q)
  have i2 : Integrable fun x : ℝ =>
      (derivative p).eval x * q.eval x * Real.exp (-x ^ 2) := by
    simpa only [eval_mul] using integrable_poly_gaussian (derivative p * q)
  rw [hprod] at h
  simp only [eval_sub, eval_mul, sub_mul] at h
  rw [integral_sub i1 i2] at h
  linarith

/-- Differentiation and raising have commutator two: `(raise q)' = raise q' + 2 q`. -/
theorem derivative_raise (q : ℝ[X]) :
    derivative (raise q) = raise (derivative q) + 2 * q := by
  simp only [raise, derivative_sub, derivative_mul, derivative_X, derivative_ofNat]
  ring

/-- Differentiation lowers the Hermite index: `(H (n+1))' = 2 (n+1) H n`. -/
theorem derivative_H_succ (n : ℕ) :
    derivative (H (n + 1)) = 2 * ((n : ℝ[X]) + 1) * H n := by
  induction n with
  | zero => simp [H, raise]
  | succ n ih =>
    have hlin : raise (2 * ((n : ℝ[X]) + 1) * H n) = 2 * ((n : ℝ[X]) + 1) * H (n + 1) := by
      change _ = 2 * ((n : ℝ[X]) + 1) * raise (H n)
      simp only [raise, derivative_mul, derivative_add, derivative_natCast,
        derivative_ofNat, derivative_one]
      ring
    change derivative (raise (H (n + 1))) = _
    rw [derivative_raise, ih, hlin]
    push_cast
    ring

/-- Orthogonality of the Hermite polynomials: the integral of `H m H n exp(-x²)` over the line
is `2^n n! √π` if `m = n`, and zero otherwise. -/
theorem hermite_orthogonality (m n : ℕ) :
    ∫ x : ℝ, (H m).eval x * (H n).eval x * Real.exp (-x ^ 2) =
      if m = n then 2 ^ n * (n.factorial : ℝ) * Real.sqrt Real.pi else 0 := by
  induction m generalizing n with
  | zero =>
    cases n with
    | zero => simpa [H] using integral_gaussian 1
    | succ n =>
      change ∫ x : ℝ, (1 : ℝ[X]).eval x * (raise (H n)).eval x * Real.exp (-x ^ 2) = _
      rw [integral_mul_raise]
      simp
  | succ m ih =>
    cases n with
    | zero =>
      change ∫ x : ℝ, (raise (H m)).eval x * (1 : ℝ[X]).eval x * Real.exp (-x ^ 2) = _
      simpa using integral_raise (H m)
    | succ n =>
      -- move one raising step across the integral, which lowers both indices
      have h := integral_mul_raise (H (m + 1)) (H n)
      rw [derivative_H_succ] at h
      have e : ∀ x : ℝ, (2 * ((m : ℝ[X]) + 1) * H m).eval x * (H n).eval x *
          Real.exp (-x ^ 2) =
          2 * ((m : ℝ) + 1) * ((H m).eval x * (H n).eval x * Real.exp (-x ^ 2)) := by
        intro x
        simp only [eval_mul, eval_add, eval_natCast, eval_ofNat, eval_one]
        ring
      simp only [e] at h
      rw [integral_const_mul, ih] at h
      refine h.trans ?_
      by_cases hmn : m = n
      · subst hmn
        rw [if_pos rfl, if_pos rfl, Nat.factorial_succ]
        push_cast
        ring
      · rw [if_neg hmn, if_neg (by omega), mul_zero]

/-- The oscillator functions `ψ n` are orthonormal on the line. -/
theorem psi_orthonormal (m n : ℕ) :
    ∫ x : ℝ, ψ m x * ψ n x = if m = n then 1 else 0 := by
  have e : ∀ x : ℝ, ψ m x * ψ n x =
      (Real.sqrt (2 ^ m * (m.factorial : ℝ) * Real.sqrt Real.pi) *
        Real.sqrt (2 ^ n * (n.factorial : ℝ) * Real.sqrt Real.pi))⁻¹ *
      ((H m).eval x * (H n).eval x * Real.exp (-x ^ 2)) := by
    intro x
    have hexp : Real.exp (-x ^ 2) = Real.exp (-x ^ 2 / 2) * Real.exp (-x ^ 2 / 2) := by
      rw [← Real.exp_add, add_halves]
    rw [hexp, ψ, ψ, mul_inv]
    ring
  simp only [e]
  rw [integral_const_mul, hermite_orthogonality]
  by_cases hmn : m = n
  · subst hmn
    have hpos : 0 < 2 ^ m * (m.factorial : ℝ) * Real.sqrt Real.pi := by
      have h1 : (0 : ℝ) < m.factorial := by exact_mod_cast m.factorial_pos
      have h2 := Real.sqrt_pos.mpr Real.pi_pos
      positivity
    rw [if_pos rfl, if_pos rfl, Real.mul_self_sqrt hpos.le, inv_mul_cancel₀ hpos.ne']
  · rw [if_neg hmn, if_neg hmn, mul_zero]

/-- Hermite's differential equation, `2x (H n)' - (H n)'' = 2n H n`. -/
theorem hermite_equation (n : ℕ) : raise (derivative (H n)) = 2 * (n : ℝ[X]) * H n := by
  have h := derivative_H_succ n
  rw [show H (n + 1) = raise (H n) from rfl, derivative_raise] at h
  linear_combination h

/-- The function `ψ n` solves the stationary Schrödinger equation of the oscillator with
energy `n + 1/2`. -/
theorem psi_schrodinger (n : ℕ) (x : ℝ) :
    hamiltonian (ψ n) x = ((n : ℝ) + 1 / 2) * ψ n x := by
  -- differentiating `r exp(-x²/2)` replaces `r` by `r' - x r`
  have d : ∀ (r : ℝ[X]) (c : ℝ), deriv (fun y : ℝ => r.eval y * Real.exp (-y ^ 2 / 2) / c) =
      fun y : ℝ => (derivative r - X * r).eval y * Real.exp (-y ^ 2 / 2) / c := by
    intro r c
    funext y
    have hg : HasDerivAt (fun z : ℝ => -z ^ 2 / 2) (-y) y :=
      (((hasDerivAt_pow 2 y).fun_neg).div_const 2).congr_deriv (by norm_num; ring)
    refine ((((r.hasDerivAt y).fun_mul hg.exp).div_const c).congr_deriv ?_).deriv
    simp only [eval_sub, eval_mul, eval_X]
    ring
  have hψ : ψ n = fun y : ℝ => (H n).eval y * Real.exp (-y ^ 2 / 2) /
      Real.sqrt (2 ^ n * (n.factorial : ℝ) * Real.sqrt Real.pi) := rfl
  have h := congrArg (Polynomial.eval x) (hermite_equation n)
  simp only [raise, eval_sub, eval_mul, eval_ofNat, eval_X, eval_natCast] at h
  unfold hamiltonian
  rw [hψ, d, d]
  simp only [derivative_sub, derivative_mul, derivative_X, eval_sub, eval_add, eval_mul,
    eval_X, eval_one]
  linear_combination (Real.exp (-x ^ 2 / 2) /
    Real.sqrt (2 ^ n * (n.factorial : ℝ) * Real.sqrt Real.pi) / 2) * h

end

end OscillatorOrthogonality
```

```lean
#print axioms OscillatorOrthogonality.hermite_orthogonality
-- 'OscillatorOrthogonality.hermite_orthogonality' depends on axioms: [propext, Classical.choice, Quot.sound]
#print axioms OscillatorOrthogonality.psi_orthonormal
-- 'OscillatorOrthogonality.psi_orthonormal' depends on axioms: [propext, Classical.choice, Quot.sound]
#print axioms OscillatorOrthogonality.psi_schrodinger
-- 'OscillatorOrthogonality.psi_schrodinger' depends on axioms: [propext, Classical.choice, Quot.sound]
```

## From the vanishing boundary term to the energy levels

`integrable_poly_gaussian` splits a polynomial into monomials and uses Mathlib's result that $x^s e^{-bx^2}$ is integrable for $s>-1$ and $b>0$.

`integral_raise` is the statement that a raised polynomial integrates to zero. Its local fact `hd` is the derivative of $r\,e^{-x^2}$ computed above. The boundary term is then handled by `integral_eq_zero_of_hasDerivAt_of_integrable`, which deserves a closer look. It says that if a function on the line has a derivative everywhere, and both the function and the derivative are integrable, then the derivative integrates to zero. No limit at infinity has to be supplied. Integrability of the derivative forces the function to have a limit at each end, and integrability of the function forces these limits to be zero. Both conditions concern a polynomial times the Gaussian, so the previous lemma supplies them both.

`integral_mul_raise` applies this to `p * q`. The identity `hprod` is the product rule for $R$, and `i1` and `i2` allow the integral of the difference to be split into two integrals.

`derivative_raise` is the commutator, and `derivative_H_succ` is the induction for $H_{n+1}'$. Within it, `hlin` says that the constant $2(n+1)$ passes through $R$.

`hermite_orthogonality` is an induction on `m`. The words `generalizing n` keep the induction hypothesis valid for every value of the index `n`; this is needed because the goal concerns `n + 1` while the hypothesis is used at `n`. The four cases are those of the descent: both indices zero gives the Gaussian integral, exactly one zero gives a vanishing integral, and two successors give the factor $2(m+1)$. The last case then separates `m = n`, where the factorial is assembled, from `m ≠ n`, where the factor multiplies zero.

`psi_orthonormal` pulls the two normalising constants out of the integral and checks that the squared norm is positive before cancelling it. `hermite_equation` compares the two expressions for $(RH_n)'$. In `psi_schrodinger`, the local fact `d` says that differentiating $r\,e^{-x^2/2}$ replaces $r$ by $r'-xr$. It is used twice for the second derivative, and the closing `linear_combination` multiplies Hermite's equation by half of $e^{-x^2/2}$ divided by the normalising constant of $\psi_n$, which gives the eigenvalue equation.
